# In a closed-shell density matrix, a fragment's population is within its total Wiberg index of an even integer

Suppose a population analysis gives a fragment of a molecule 7.0 electrons and a total Wiberg index of 0.3 to everything else. If nothing is known to connect the two numbers, this reads as a radical weakly attached to its surroundings. Yet no closed-shell determinant in an orthonormal basis can produce that pair of values, so at least one of three things holds: a number is faulty, the density is of another kind, or the analysis did not use an orthonormal basis.

The connection is as follows. Let $P$ be the density matrix of doubly occupied real orbitals in an orthonormal basis, $N$ the population of a fragment $F$, and $W$ the Wiberg index summed between $F$ and the rest. Then some integer $k$ satisfies $|N-2k|\le W$.

## Density matrix, population and bond order

```lean
import Mathlib

open Matrix

namespace WibergFragmentParity

variable {n : Type*} [Fintype n] [DecidableEq n]
```

The type `n` is the set of labels of the basis functions. It is finite, and `DecidableEq` lets Lean decide whether two labels are equal, which is no restriction on the basis.

```lean
/-- A closed-shell density matrix in an orthonormal basis: real symmetric with `P² = 2P`. -/
structure IsClosedShell (P : Matrix n n ℝ) : Prop where
  symm : Pᵀ = P
  idem : P * P = (2 : ℝ) • P
```

`IsClosedShell P` bundles two conditions: $P^{T}=P$ and $P^2=2P$. The sign `•` is multiplication by a number. The second condition makes every eigenvalue of $P$ either 0 or 2, which is to say that each orbital is empty or holds an electron pair. Correlated and open-shell densities generally violate it.

The step left to the reader is the passage from a real calculation to this $P$. Atomic basis functions overlap, with overlap matrix $S$, and their density matrix $D$ obeys $DSD=2D$. Löwdin's $P=S^{1/2}DS^{1/2}$ then satisfies both conditions. The populations and indices below are those of the orthogonalised functions.

```lean
/-- The electron population of the fragment `F`, the trace of `P` over its basis functions. -/
def population (P : Matrix n n ℝ) (F : Finset n) : ℝ := ∑ i ∈ F, P i i
```

A `Finset n` is a finite set of labels, here the functions assigned to the fragment. The definition reads $N=\sum_{i\in F}P_{ii}$.

```lean
/-- The Wiberg index summed over all pairs of a function in `F` and a function outside `F`. -/
def bondOrder (P : Matrix n n ℝ) (F : Finset n) : ℝ := ∑ i ∈ F, ∑ j ∈ Fᶜ, P i j ^ 2
```

With `Fᶜ` for the complement of $F$, this is $W=\sum_{i\in F}\sum_{j\notin F}P_{ij}^2$. The name `bondOrder` therefore means the total over all partners of the fragment, whereas a textbook bond order usually belongs to one pair of atoms.

```lean
/-- The block of `P` with rows in `F` and columns in `G`. -/
def block (P : Matrix n n ℝ) (F G : Finset n) : Matrix F G ℝ :=
  P.submatrix (fun i => i.1) (fun j => j.1)
```

`block P F G` cuts out the rows in $F$ and the columns in $G$. An element `i` of `F` carries its label together with a proof of membership, and `i.1` is the label alone. Below, $A$ stands for `block P F F` and $C$ for the coupling block `block P F Fᶜ`.

## Occupations inside the fragment

```lean
/-- For a closed-shell density matrix, the fragment block fails to satisfy `A² = 2A` exactly by
`C Cᵀ`, where `C` is the block that couples the fragment to the rest. -/
theorem block_idempotency {P : Matrix n n ℝ} (h : IsClosedShell P) (F : Finset n) :
    block P F F * block P F F + block P F Fᶜ * (block P F Fᶜ)ᵀ = (2 : ℝ) • block P F F := by
  ext i j
  have e := congrFun (congrFun h.idem i.1) j.1
  rw [Matrix.mul_apply, ← Finset.sum_add_sum_compl F] at e
  have t : ∑ k ∈ Fᶜ, P i.1 k * P j.1 k = ∑ k ∈ Fᶜ, P i.1 k * P k j.1 :=
    Finset.sum_congr rfl fun k _ => congrArg (P i.1 k * ·) (congrFun (congrFun h.symm k) j.1)
  simp only [Matrix.add_apply, Matrix.mul_apply, Matrix.transpose_apply, block,
    Matrix.submatrix_apply, Matrix.smul_apply]
  rw [Finset.sum_coe_sort F (fun k => P i.1 k * P k j.1),
    Finset.sum_coe_sort Fᶜ (fun k => P i.1 k * P j.1 k), t]
  exact e
```

The statement is $A^2+CC^{T}=2A$. By hand, take $i,j\in F$ and split the matrix product in $P^2=2P$:

$$\sum_{k\in F}P_{ik}P_{kj}+\sum_{k\notin F}P_{ik}P_{kj}=2P_{ij}.$$

The first sum is $(A^2)_{ij}$. By symmetry $P_{kj}=P_{jk}$, so the second is $(CC^{T})_{ij}$. In Lean, `e` is the split equation and `t` is the use of symmetry. The remaining lines match sums over block indices with sums over labels.

```lean
/-- A real symmetric matrix has an orthogonal matrix of eigenvectors. -/
theorem exists_eigenbasis {m : Type*} [Fintype m] [DecidableEq m] (A : Matrix m m ℝ)
    (h : Aᵀ = A) : ∃ (U : Matrix m m ℝ) (a : m → ℝ), Uᵀ * U = 1 ∧ A * U = U * diagonal a := by
  have hA : A.IsHermitian :=
    Matrix.IsHermitian.ext fun i j => by simpa using congrFun (congrFun h i) j
  refine ⟨Matrix.of fun i j => (hA.eigenvectorBasis j).ofLp i, hA.eigenvalues, ?_, ?_⟩
  · ext i j
    have e := orthonormal_iff_ite.mp hA.eigenvectorBasis.orthonormal i j
    rw [PiLp.inner_apply] at e
    rw [Matrix.mul_apply, Matrix.one_apply, ← e]
    exact Finset.sum_congr rfl fun k _ => mul_comm _ _
  · ext i j
    have e := congrFun (hA.mulVec_eigenvectorBasis j) i
    rw [Matrix.mul_diagonal, mul_comm]
    exact e
```

This is the spectral theorem in matrix form: a real symmetric $A$ has an orthogonal $U$ and numbers $a_i$ with $U^{T}U=1$ and $AU=U\,\mathrm{diag}(a)$. Mathlib supplies the eigenvectors, which become the columns of $U$. The two bullets check their orthonormality and the eigenvalue equation.

```lean
/-- If the columns of an orthogonal matrix are eigenvectors of `B`, the trace of `B` is the sum
of the eigenvalues. -/
theorem trace_eq_sum {m : Type*} [Fintype m] [DecidableEq m] {B U : Matrix m m ℝ} {g : m → ℝ}
    (hU : Uᵀ * U = 1) (hB : B * U = U * diagonal g) : B.trace = ∑ i, g i := by
  have hU' : U * Uᵀ = 1 := mul_eq_one_comm.mp hU
  calc B.trace = (B * (U * Uᵀ)).trace := by rw [hU', Matrix.mul_one]
    _ = (U * (diagonal g * Uᵀ)).trace := by rw [← Matrix.mul_assoc, hB, Matrix.mul_assoc]
    _ = (diagonal g).trace := by
      rw [Matrix.trace_mul_comm, Matrix.mul_assoc, hU, Matrix.mul_one]
    _ = ∑ i, g i := Matrix.trace_diagonal g
```

Here `B` is any square matrix with $BU=U\,\mathrm{diag}(g)$. Since $U$ is square, $U^{T}U=1$ also gives $UU^{T}=1$, and cyclicity of the trace does the rest:

$$\mathrm{tr}\,B=\mathrm{tr}(BUU^{T})=\mathrm{tr}(U\,\mathrm{diag}(g)\,U^{T})=\mathrm{tr}\,\mathrm{diag}(g)=\sum_i g_i.$$

The `calc` block follows this chain.

```lean
/-- For a closed-shell density matrix, the eigenvalues `a` of the fragment block lie between 0
and 2; they sum to the population, and `a (2 - a)` sums to the bond order with the rest. -/
theorem fragment_occupations {P : Matrix n n ℝ} (h : IsClosedShell P) (F : Finset n) :
    ∃ (U : Matrix F F ℝ) (a : F → ℝ), Uᵀ * U = 1 ∧ block P F F * U = U * diagonal a ∧
      (∀ i, 0 ≤ a i ∧ a i ≤ 2) ∧ population P F = ∑ i, a i ∧
      bondOrder P F = ∑ i, a i * (2 - a i) := by
  obtain ⟨U, a, hU, hA⟩ := exists_eigenbasis (block P F F)
    (by ext i j; exact congrFun (congrFun h.symm i.1) j.1)
  -- the coupling block times its transpose has the same eigenvectors, with eigenvalues a (2 - a)
  have hC : (block P F Fᶜ * (block P F Fᶜ)ᵀ) * U = U * diagonal (fun i => a i * (2 - a i)) := by
    have e : block P F Fᶜ * (block P F Fᶜ)ᵀ
        = (2 : ℝ) • block P F F - block P F F * block P F F := by
      rw [← block_idempotency h F]; abel
    have d : diagonal (fun i => a i * (2 - a i))
        = (2 : ℝ) • diagonal a - diagonal a * diagonal a := by
      rw [Matrix.diagonal_mul_diagonal]
      ext i j
      by_cases hij : i = j
      · subst hij
        simp only [Matrix.sub_apply, Matrix.smul_apply, Matrix.diagonal_apply_eq, smul_eq_mul]
        ring
      · simp [hij]
    rw [e, d, Matrix.sub_mul, Matrix.smul_mul, Matrix.mul_assoc, hA, ← Matrix.mul_assoc, hA,
      Matrix.mul_sub, Matrix.mul_smul, Matrix.mul_assoc]
  -- these eigenvalues are squared lengths
  have hpos : ∀ i, 0 ≤ a i * (2 - a i) := fun i => by
    have key : ((block P F Fᶜ)ᵀ * U)ᵀ * ((block P F Fᶜ)ᵀ * U)
        = diagonal (fun i => a i * (2 - a i)) := by
      rw [Matrix.transpose_mul, Matrix.transpose_transpose, Matrix.mul_assoc,
        ← Matrix.mul_assoc (block P F Fᶜ), hC, ← Matrix.mul_assoc, hU, Matrix.one_mul]
    have e := congrFun (congrFun key i) i
    rw [Matrix.mul_apply, Matrix.diagonal_apply_eq] at e
    refine le_of_le_of_eq ?_ e
    exact Finset.sum_nonneg fun j _ => mul_self_nonneg _
  refine ⟨U, a, hU, hA, fun i => ⟨?_, ?_⟩, ?_, ?_⟩
  · by_contra hc
    nlinarith [hpos i, sq_nonneg (a i)]
  · by_contra hc
    nlinarith [hpos i, sq_nonneg (a i - 2)]
  · rw [← trace_eq_sum hU hA]
    exact (Finset.sum_coe_sort F (fun i => P i i)).symm
  · rw [← trace_eq_sum hU hC, bondOrder, ← Finset.sum_coe_sort F]
    refine Finset.sum_congr rfl fun i _ => ?_
    rw [← Finset.sum_coe_sort Fᶜ]
    exact Finset.sum_congr rfl fun j _ => sq (P i.1 j.1)
```

The eigenvalues $a_i$ of $A$ are the occupations of orbitals confined to the fragment. The theorem says that

$$0\le a_i\le 2,\qquad N=\sum_i a_i,\qquad W=\sum_i a_i(2-a_i).$$

An occupation of 0 or 2 thus adds nothing to the bond order, and an occupation of 1 adds the most.

The derivation starts from $CC^{T}=2A-A^2$. Acting on the eigenvectors of $A$, this gives $CC^{T}U=U\,\mathrm{diag}(a_i(2-a_i))$, which is `hC`. Multiplying by $U^{T}$ from the left yields

$$(C^{T}U)^{T}(C^{T}U)=\mathrm{diag}(a_i(2-a_i)).$$

Each diagonal entry on the left is a sum of squares, so $a_i(2-a_i)\ge0$; this is `hpos`. A negative $a_i$, or one above 2, would make the product negative, and `nlinarith` derives that contradiction in each case.

Finally, the trace lemma is applied twice. It gives $\sum_i a_i=\mathrm{tr}\,A=N$ and $\sum_i a_i(2-a_i)=\mathrm{tr}\,CC^{T}=\sum_{i\in F}\sum_{j\notin F}P_{ij}^2=W$.

## Rounding each occupation to 0 or 2

```lean
/-- For a closed-shell density matrix, the population of any fragment differs from some even
integer by at most the summed Wiberg index between the fragment and the rest. -/
theorem population_near_even {P : Matrix n n ℝ} (h : IsClosedShell P) (F : Finset n) :
    ∃ k : ℤ, |population P F - 2 * k| ≤ bondOrder P F := by
  obtain ⟨U, a, -, -, hb, hN, hW⟩ := fragment_occupations h F
  -- k counts the occupations that round to 2
  refine ⟨((Finset.univ.filter fun i => 1 ≤ a i).card : ℤ), ?_⟩
  have e : population P F - 2 * (((Finset.univ.filter fun i => 1 ≤ a i).card : ℤ) : ℝ)
      = ∑ i, (a i - 2 * (if 1 ≤ a i then (1 : ℝ) else 0)) := by
    rw [Finset.sum_sub_distrib, ← Finset.mul_sum, Finset.sum_boole, hN, Int.cast_natCast]
  rw [e, hW]
  refine (Finset.abs_sum_le_sum_abs _ _).trans (Finset.sum_le_sum fun i _ => ?_)
  obtain ⟨h0, h2⟩ := hb i
  have hp := mul_nonneg h0 (sub_nonneg.mpr h2)
  -- each rounding error is at most a (2 - a)
  by_cases hi : 1 ≤ a i
  · have hq := mul_nonneg (sub_nonneg.mpr hi) (sub_nonneg.mpr h2)
    simp only [if_pos hi]
    rw [abs_le]
    constructor <;> nlinarith
  · have hq := mul_nonneg h0 (sub_nonneg.mpr (le_of_not_ge hi))
    simp only [if_neg hi]
    rw [abs_le]
    constructor <;> nlinarith
```

`∃ k : ℤ` reads "there is an integer $k$". The proof takes $k$ to be the number of occupations with $a_i\ge1$. Let $\theta_i=1$ for those and $\theta_i=0$ for the others. Then

$$|N-2k|=\Big|\sum_i(a_i-2\theta_i)\Big|\le\sum_i|a_i-2\theta_i|.$$

Each rounding error is at most the corresponding term of $W$:

- If $a_i\ge1$, the error is $2-a_i$, and $a_i(2-a_i)-(2-a_i)=(a_i-1)(2-a_i)\ge0$.
- If $a_i<1$, the error is $a_i$, and $a_i(2-a_i)-a_i=a_i(1-a_i)\ge0$.

Summing over $i$ gives $|N-2k|\le W$. In the code, `e` rewrites $N-2k$ as the sum of errors, `Finset.abs_sum_le_sum_abs` is the triangle inequality, and `by_cases` separates the two cases. The nonnegative product in each is `hq`.

The bound is informative only when $W<1$, because every real number lies within 1 of some even integer.

## Even and odd fragments

```lean
/-- In a closed-shell density matrix, a fragment with zero bond order to the rest holds an even
number of electrons. -/
theorem unbonded_even {P : Matrix n n ℝ} (h : IsClosedShell P) (F : Finset n)
    (h0 : bondOrder P F = 0) : ∃ k : ℤ, population P F = 2 * k := by
  obtain ⟨k, hk⟩ := population_near_even h F
  rw [h0] at hk
  exact ⟨k, sub_eq_zero.mp (abs_eq_zero.mp (le_antisymm hk (abs_nonneg _)))⟩
```

With $W=0$ the main theorem gives $|N-2k|\le0$, hence $N=2k$. Symmetry of $P$ and occupations between 0 and 2 would not suffice for this: the $2\times2$ unit matrix, which describes one electron on each of two separate centres, has $N=1$ and $W=0$ for either centre. It violates $P^2=2P$.

```lean
/-- In a closed-shell density matrix, a fragment with an odd number of electrons has a summed
Wiberg index of at least 1 with the rest. -/
theorem odd_fragment_bonded {P : Matrix n n ℝ} (h : IsClosedShell P) (F : Finset n) (m : ℤ)
    (hm : population P F = 2 * m + 1) : 1 ≤ bondOrder P F := by
  obtain ⟨k, hk⟩ := population_near_even h F
  have h1 : (1 : ℤ) ≤ |2 * m + 1 - 2 * k| := Int.one_le_abs (by omega)
  have h2 : (1 : ℝ) ≤ |2 * (m : ℝ) + 1 - 2 * k| := by exact_mod_cast h1
  rw [hm] at hk
  exact h2.trans hk
```

If $N=2m+1$, then $N-2k$ is an odd integer for every $k$, so $1\le|N-2k|\le W$ for the $k$ of the main theorem. `omega` settles the integer arithmetic, and `exact_mod_cast` carries the inequality over to the real numbers.

This bears on stretched bonds in restricted Hartree–Fock theory, within a single closed-shell determinant and an orthonormal basis. When symmetry puts one electron on each atom of H₂, the theorem forbids a Wiberg index below 1 however far apart the atoms are. Here the index is in fact exactly 1: with a single electron pair, the fragment block has at most one nonzero occupation, which equals $N$, so $W=N(2-N)=1$.

## The two-centre bond

```lean
/-- The matrix of the symmetric two-centre electron-pair bond is a closed-shell density matrix, and
every even integer differs from the population of centre 0 by at least that centre's bond order. -/
theorem symmetric_bond_sharp :
    let P : Matrix (Fin 2) (Fin 2) ℝ := !![1, 1; 1, 1]
    IsClosedShell P ∧ ∀ k : ℤ, bondOrder P {0} ≤ |population P {0} - 2 * k| := by
  intro P
  have hc : ({0} : Finset (Fin 2))ᶜ = {1} := by decide
  have hN : population P {0} = 1 := by simp [population, P]
  have hW : bondOrder P {0} = 1 := by simp [bondOrder, hc, P]
  refine ⟨⟨?_, ?_⟩, fun k => ?_⟩
  · ext i j
    fin_cases i <;> fin_cases j <;> simp [P]
  · ext i j
    fin_cases i <;> fin_cases j <;> norm_num [P, Matrix.mul_apply, Fin.sum_univ_succ]
  · rw [hN, hW]
    have h1 : (1 : ℤ) ≤ |1 - 2 * k| := Int.one_le_abs (by omega)
    exact_mod_cast h1

end WibergFragmentParity
```

`Fin 2` has the labels 0 and 1, and the matrix is

$$P=\begin{pmatrix}1&1\\1&1\end{pmatrix}=2cc^{T},\qquad c=\tfrac{1}{\sqrt2}\begin{pmatrix}1\\1\end{pmatrix}.$$

It describes one electron pair shared equally by two centres. Every entry of $P^2$ is 2, so $P^2=2P$; `fin_cases` checks the entries one by one. For the fragment $\{0\}$, $N=1$ and $W=P_{01}^2=1$. Since $1-2k$ is odd, $|N-2k|\ge1=W$ for every integer $k$. Together with the main theorem this gives equality for some $k$, so $W$ cannot be replaced by a smaller multiple of itself in the general bound.

The ionic limit of the same bond behaves differently, as a short calculation by hand shows. For $c=(\cos\varphi,\sin\varphi)^{T}$, the first centre has $N=2\cos^2\varphi$ and $W=4\cos^2\varphi\sin^2\varphi=N(2-N)$. As $\varphi\to0$ the pair settles on that centre, $W$ tends to zero, and the distance $2-N=W/N$ approaches $W/2$, half of what the bound allows.

```lean
#print axioms WibergFragmentParity.population_near_even
#print axioms WibergFragmentParity.unbonded_even
#print axioms WibergFragmentParity.odd_fragment_bonded
#print axioms WibergFragmentParity.symmetric_bond_sharp
```

```
'WibergFragmentParity.population_near_even' depends on axioms: [propext, Classical.choice, Quot.sound]
'WibergFragmentParity.unbonded_even' depends on axioms: [propext, Classical.choice, Quot.sound]
'WibergFragmentParity.odd_fragment_bonded' depends on axioms: [propext, Classical.choice, Quot.sound]
'WibergFragmentParity.symmetric_bond_sharp' depends on axioms: [propext, Classical.choice, Quot.sound]
```
